# The Repulsive Coulomb Factor Vanishes at Threshold Faster Than Any Power of the Wave Number

Let \(C_l(\eta)^2\) be the squared Coulomb normalisation factor of partial wave \(l\) at Sommerfeld parameter \(\eta\). For a repulsive potential, \(\eta = Z/k\) with strength \(Z>0\) and wave number \(k>0\), and for every natural \(n\)

\[
\frac{C_l(Z/k)^2}{k^n}\to 0 \qquad (k\to 0^+).
\]

The exponential rate is also known exactly: for real \(a\), the product \(e^{a/k}\,C_l(Z/k)^2\) tends to zero if and only if \(a<2\pi Z\).

In atomic units \(Z\) is the reduced mass times the product of the two charges. The regular Coulomb function, normalised to oscillate with unit amplitude at large separation \(r\), behaves as \(C_l(\eta)(kr)^{l+1}\) at small \(r\). Apart from the power of \(kr\), \(C_l^2\) therefore sets the radial probability density of the two particles at small separation. For two non-relativistic particles with a pure Coulomb interaction, such as an electron approaching an anion treated as a point charge, the result gives the threshold suppression of processes that need close contact.

## Two exponential bounds and their consequences

For \(\eta\neq0\) the factor is

\[
C_l(\eta)^2=\frac{4^l\,P_l(\eta)\,2\pi\eta}{((2l+1)!)^2\,(e^{2\pi\eta}-1)},\qquad
P_l(\eta)=\prod_{s=0}^{l-1}\bigl((s+1)^2+\eta^2\bigr).
\]

**Upper bound.** Let \(\eta\ge1\). Since

\[
\bigl((s+1)^2+1\bigr)\eta^2-\bigl((s+1)^2+\eta^2\bigr)=(s+1)^2(\eta^2-1)\ge0,
\]

multiplying over \(s\) gives \(P_l(\eta)\le P_l(1)\,\eta^{2l}\). Also \(e^{2\pi\eta}\ge2\), so \(1-e^{-2\pi\eta}\ge\tfrac12\) and

\[
\frac1{e^{2\pi\eta}-1}=\frac{e^{-2\pi\eta}}{1-e^{-2\pi\eta}}\le 2e^{-2\pi\eta}.
\]

Together these give

\[
C_l(\eta)^2\le A\,\eta^{2l+1}e^{-2\pi\eta},\qquad A=\frac{4^l\,P_l(1)\,4\pi}{((2l+1)!)^2}.
\]

**Lower bound.** Let \(\eta>0\). Every factor of \(P_l(\eta)\) is at least 1, and \(1/(e^{2\pi\eta}-1)\ge e^{-2\pi\eta}\). Hence

\[
C_l(\eta)^2\ge B\,\eta\,e^{-2\pi\eta},\qquad B=\frac{4^l\,2\pi}{((2l+1)!)^2}.
\]

**Limits.** If \(b<2\pi\), then for \(\eta\ge1\)

\[
0\le\eta^n e^{b\eta}C_l(\eta)^2\le A\,\eta^{n+2l+1}e^{-(2\pi-b)\eta}\to0\qquad(\eta\to\infty).
\]

Now put \(\eta=Z/k\), which tends to infinity as \(k\to0^+\). Because \(k^{-n}=Z^{-n}\eta^n\), the case \(b=0\) is the threshold law. Because \(e^{a/k}=e^{(a/Z)\eta}\), the case \(n=0\), \(b=a/Z\) gives convergence to zero whenever \(a<2\pi Z\). If instead \(a\ge2\pi Z\), the lower bound gives

\[
e^{a/k}C_l(Z/k)^2\ge e^{2\pi\eta}C_l(\eta)^2\ge B\eta\ge B
\]

as soon as \(\eta\ge1\), so the product cannot tend to zero.

**The s-wave.** For \(l=0\) the product is empty and \(C_0(\eta)^2=2\pi\eta/(e^{2\pi\eta}-1)\). At the critical exponent,

\[
e^{2\pi Z/k}C_0(Z/k)^2=\frac{2\pi Z/k}{1-e^{-2\pi Z/k}},
\]

which grows like \(2\pi Z/k\).

**In a numerical calculation.** A program can obtain the regular Coulomb function with its standard normalisation directly from the small-\(r\) series by using \(C_l\) as the prefactor. At \(\eta=120\) the exponential \(e^{2\pi\eta}\approx e^{754}\) overflows double precision, and \(C_0^2\) lies below the smallest positive double, yet \(C_0\approx5\times10^{-163}\) is representable. Taking out \(e^{-\pi\eta}\) analytically leaves \(\sqrt{2\pi\eta/(1-e^{-2\pi\eta})}\approx27\), and the exponent can be carried separately.

## The factor in Lean and its sign

The definition takes the explicit formula as its starting point; its derivation from the radial Schrödinger equation is not part of the development.

```lean
import Mathlib

open Filter Topology
open scoped Real

namespace RepulsiveCoulombThreshold

/-- The squared Coulomb normalisation factor of partial wave `l` at Sommerfeld parameter `η`,
for `η ≠ 0`; positive `η` means repulsion. -/
noncomputable def coulombFactor (l : ℕ) (η : ℝ) : ℝ :=
  4 ^ l * (∏ s ∈ Finset.range l, (((s : ℝ) + 1) ^ 2 + η ^ 2)) * (2 * π * η) /
    (((2 * l + 1).factorial : ℝ) ^ 2 * (Real.exp (2 * π * η) - 1))
```

`coulombFactor l η` stands for the square \(C_l(\eta)^2\), and positive `η` means repulsion. The index `s` in `Finset.range l` runs from 0 to \(l-1\), as in \(P_l\). The formula is meant for \(\eta\ne0\), which always holds for \(\eta=Z/k\) with \(Z,k>0\).

```lean
/-- The Coulomb factor is positive for every nonzero Sommerfeld parameter. -/
theorem coulombFactor_pos (l : ℕ) {η : ℝ} (hη : η ≠ 0) : 0 < coulombFactor l η := by
  have hP : 0 < ∏ s ∈ Finset.range l, (((s : ℝ) + 1) ^ 2 + η ^ 2) :=
    Finset.prod_pos fun s _ => by positivity
  have hF : 0 < ((2 * l + 1).factorial : ℝ) ^ 2 := by positivity
  have h4 : (0 : ℝ) < 4 ^ l := by positivity
  have hpi : 0 < 2 * π := by positivity
  unfold coulombFactor
  -- numerator and denominator have the sign of `η`
  rcases lt_or_gt_of_ne hη with h | h
  · have hx : 2 * π * η < 0 := mul_neg_of_pos_of_neg hpi h
    exact div_pos_of_neg_of_neg (mul_neg_of_pos_of_neg (mul_pos h4 hP) hx)
      (mul_neg_of_pos_of_neg hF (sub_neg.2 (Real.exp_lt_one_iff.2 hx)))
  · have hx : 0 < 2 * π * η := mul_pos hpi h
    exact div_pos (mul_pos (mul_pos h4 hP) hx)
      (mul_pos hF (sub_pos.2 (Real.one_lt_exp_iff.2 hx)))
```

Positivity holds for either sign of \(\eta\): \(2\pi\eta\) and \(e^{2\pi\eta}-1\) have the same sign, and all other factors are positive.

## The bounds in Lean

```lean
/-- For `η ≥ 1` the repulsive Coulomb factor is at most a constant times
`η ^ (2l+1) exp (-2πη)`. -/
theorem coulombFactor_le (l : ℕ) {η : ℝ} (hη : 1 ≤ η) :
    coulombFactor l η ≤ 4 ^ l * (∏ s ∈ Finset.range l, (((s : ℝ) + 1) ^ 2 + 1)) * (4 * π) *
      η ^ (2 * l + 1) * Real.exp (-(2 * π * η)) / ((2 * l + 1).factorial : ℝ) ^ 2 := by
  have h0 : 0 < η := by linarith
  have hP : ∏ s ∈ Finset.range l, (((s : ℝ) + 1) ^ 2 + η ^ 2) ≤
      (∏ s ∈ Finset.range l, (((s : ℝ) + 1) ^ 2 + 1)) * η ^ (2 * l) := by
    calc _ ≤ ∏ s ∈ Finset.range l, ((((s : ℝ) + 1) ^ 2 + 1) * η ^ 2) := by
          refine Finset.prod_le_prod (fun s _ => by positivity) fun s _ => ?_
          have h1 : 0 ≤ η ^ 2 - 1 := by nlinarith
          nlinarith [mul_nonneg (sq_nonneg ((s : ℝ) + 1)) h1]
      _ = _ := by
          rw [Finset.prod_mul_distrib, Finset.prod_const, Finset.card_range, ← pow_mul]
  have hQ : 0 < ∏ s ∈ Finset.range l, (((s : ℝ) + 1) ^ 2 + 1) :=
    Finset.prod_pos fun s _ => by positivity
  have hE : 2 ≤ Real.exp (2 * π * η) := by
    nlinarith [Real.add_one_le_exp (2 * π * η), Real.pi_gt_three]
  have he := Real.exp_pos (-(2 * π * η))
  have hEe : Real.exp (2 * π * η) * Real.exp (-(2 * π * η)) = 1 := by
    rw [← Real.exp_add, add_neg_cancel, Real.exp_zero]
  unfold coulombFactor
  generalize ∏ s ∈ Finset.range l, (((s : ℝ) + 1) ^ 2 + η ^ 2) = P at hP ⊢
  generalize ∏ s ∈ Finset.range l, (((s : ℝ) + 1) ^ 2 + 1) = Q at hP hQ ⊢
  generalize Real.exp (2 * π * η) = E at hE hEe ⊢
  generalize Real.exp (-(2 * π * η)) = e at he hEe ⊢
  have he2 : 1 ≤ 2 * (1 - e) := by nlinarith [mul_le_mul_of_nonneg_right hE he.le]
  have hE1 : 0 < E - 1 := by linarith
  have key : 4 ^ l * P * (2 * π * η) ≤
      4 ^ l * Q * (4 * π) * η ^ (2 * l + 1) * e * (E - 1) := by
    calc _ ≤ 4 ^ l * (Q * η ^ (2 * l)) * (2 * π * η) := by gcongr
      _ ≤ 4 ^ l * (Q * η ^ (2 * l)) * (2 * π * η) * (2 * (1 - e)) :=
          le_mul_of_one_le_right (by positivity) he2
      _ = _ := by
          linear_combination (-(4 ^ l * Q * (4 * π) * η ^ (2 * l + 1))) * hEe
  rw [div_le_div_iff₀ (by positivity) (by positivity)]
  calc _ ≤ 4 ^ l * Q * (4 * π) * η ^ (2 * l + 1) * e * (E - 1) *
        ((2 * l + 1).factorial : ℝ) ^ 2 := mul_le_mul_of_nonneg_right key (by positivity)
    _ = _ := by ring
```

Here `hP` is the comparison of products and `hE` is \(e^{2\pi\eta}\ge2\). The `generalize` lines replace products and exponentials by letters, with `hEe` recording that `E` and `e` are reciprocal. The inequality `he2` is \(1\le2(1-e^{-2\pi\eta})\), and `key` is the bound with the exponential denominator cleared.

```lean
/-- For `η > 0` the repulsive Coulomb factor is at least a constant times `η exp (-2πη)`. -/
theorem le_coulombFactor (l : ℕ) {η : ℝ} (hη : 0 < η) :
    4 ^ l * (2 * π * η) * Real.exp (-(2 * π * η)) / ((2 * l + 1).factorial : ℝ) ^ 2 ≤
      coulombFactor l η := by
  have hP : 1 ≤ ∏ s ∈ Finset.range l, (((s : ℝ) + 1) ^ 2 + η ^ 2) := by
    calc (1 : ℝ) = ∏ _s ∈ Finset.range l, (1 : ℝ) := Finset.prod_const_one.symm
      _ ≤ _ := Finset.prod_le_prod (fun _ _ => zero_le_one) fun s _ => by
          nlinarith [Nat.cast_nonneg (α := ℝ) s, sq_nonneg η, sq_nonneg (s : ℝ)]
  have hE : 0 < Real.exp (2 * π * η) - 1 :=
    sub_pos.2 (Real.one_lt_exp_iff.2 (by positivity))
  have he := Real.exp_pos (-(2 * π * η))
  have hEe : Real.exp (2 * π * η) * Real.exp (-(2 * π * η)) = 1 := by
    rw [← Real.exp_add, add_neg_cancel, Real.exp_zero]
  unfold coulombFactor
  rw [div_le_div_iff₀ (by positivity) (mul_pos (by positivity) hE)]
  calc _ = 4 ^ l * (2 * π * η) * ((2 * l + 1).factorial : ℝ) ^ 2 *
        (1 - Real.exp (-(2 * π * η))) := by
        linear_combination (4 ^ l * (2 * π * η) * ((2 * l + 1).factorial : ℝ) ^ 2) * hEe
    _ ≤ 4 ^ l * (2 * π * η) * ((2 * l + 1).factorial : ℝ) ^ 2 *
        ∏ s ∈ Finset.range l, (((s : ℝ) + 1) ^ 2 + η ^ 2) :=
        mul_le_mul_of_nonneg_left (by linarith) (by positivity)
    _ = _ := by ring
```

The lower bound needs only \(\eta>0\). After both denominators are cleared, it reduces to \(1-e^{-2\pi\eta}\le1\le P_l(\eta)\).

## Strong repulsion and the passage to threshold

```lean
/-- If `b < 2π`, the product of `η ^ n`, `exp (bη)` and the Coulomb factor tends to zero as `η`
tends to infinity. -/
theorem tendsto_strong_repulsion (l n : ℕ) {b : ℝ} (hb : b < 2 * π) :
    Tendsto (fun η => η ^ n * (Real.exp (b * η) * coulombFactor l η)) atTop (𝓝 0) := by
  have hc : 0 < 2 * π - b := sub_pos.2 hb
  have hcm : (2 * π - b) ^ (n + (2 * l + 1)) ≠ 0 := (pow_pos hc _).ne'
  have t := ((Real.tendsto_pow_mul_exp_neg_atTop_nhds_zero (n + (2 * l + 1))).comp
    (tendsto_id.const_mul_atTop hc)).const_mul ((2 * π - b) ^ (n + (2 * l + 1)))⁻¹
  rw [mul_zero] at t
  have t1 : Tendsto (fun η : ℝ => η ^ (n + (2 * l + 1)) * Real.exp (-((2 * π - b) * η)))
      atTop (𝓝 0) := t.congr fun η => by
    show ((2 * π - b) ^ (n + (2 * l + 1)))⁻¹ * (((2 * π - b) * η) ^ (n + (2 * l + 1)) *
      Real.exp (-((2 * π - b) * η))) = _
    rw [mul_pow, ← mul_assoc, ← mul_assoc, inv_mul_cancel₀ hcm, one_mul]
  have t2 := t1.const_mul (4 ^ l * (∏ s ∈ Finset.range l, (((s : ℝ) + 1) ^ 2 + 1)) *
    (4 * π) / ((2 * l + 1).factorial : ℝ) ^ 2)
  rw [mul_zero] at t2
  -- squeeze between zero and the exponential upper bound
  refine squeeze_zero' ?_ ?_ t2
  · filter_upwards [eventually_ge_atTop (1 : ℝ)] with η hη
    have h0 : 0 < η := by linarith
    have := coulombFactor_pos l h0.ne'
    positivity
  · filter_upwards [eventually_ge_atTop (1 : ℝ)] with η hη
    have h0 : 0 < η := by linarith
    have he : Real.exp (-((2 * π - b) * η)) =
        Real.exp (b * η) * Real.exp (-(2 * π * η)) := by
      rw [← Real.exp_add]
      congr 1
      ring
    rw [he]
    refine (mul_le_mul_of_nonneg_left (mul_le_mul_of_nonneg_left (coulombFactor_le l hη)
      (Real.exp_pos _).le) (pow_nonneg h0.le n)).trans (le_of_eq ?_)
    ring
```

Mathlib supplies \(x^m e^{-x}\to0\). The proof applies it with \(x=(2\pi-b)\eta\) and \(m=n+2l+1\), divides out the constant power to get `t1`, and multiplies by \(A\) to get `t2`. The limit then follows by squeezing between zero and the upper bound.

```lean
/-- For `Z > 0` the Sommerfeld parameter `Z/k` grows without bound as `k` tends to zero from
above. -/
theorem tendsto_sommerfeld {Z : ℝ} (hZ : 0 < Z) :
    Tendsto (fun k : ℝ => Z / k) (𝓝[>] 0) atTop := by
  simpa only [div_eq_mul_inv] using tendsto_inv_nhdsGT_zero.const_mul_atTop hZ
```

The filter `𝓝[>] 0` expresses \(k\to0^+\), and `atTop` expresses growth without bound.

```lean
/-- Repulsive threshold law: for `Z > 0` the Coulomb factor at `η = Z/k` vanishes faster than
every power of the wave number `k` as `k` tends to zero from above. -/
theorem repulsive_threshold_law (l n : ℕ) {Z : ℝ} (hZ : 0 < Z) :
    Tendsto (fun k => coulombFactor l (Z / k) / k ^ n) (𝓝[>] 0) (𝓝 0) := by
  have t := ((tendsto_strong_repulsion l n (b := 0) (by positivity)).comp
    (tendsto_sommerfeld hZ)).const_mul (Z ^ n)⁻¹
  rw [mul_zero] at t
  refine t.congr fun k => ?_
  show (Z ^ n)⁻¹ * ((Z / k) ^ n * (Real.exp (0 * (Z / k)) * coulombFactor l (Z / k))) = _
  have h1 : (Z ^ n)⁻¹ * Z ^ n = 1 := inv_mul_cancel₀ (pow_pos hZ n).ne'
  rw [zero_mul, Real.exp_zero, one_mul, div_pow, div_mul_eq_mul_div, ← mul_div_assoc,
    ← mul_assoc, h1, one_mul]
```

This is the threshold law for each fixed \(l\) and \(n\); it makes no statement about uniformity in \(l\). The proof composes the strong-repulsion limit at `b := 0` with \(\eta=Z/k\) and multiplies by \(Z^{-n}\).

## The critical exponent

```lean
/-- Sharp exponential rate: for repulsion `Z > 0`, the product of `exp (a/k)` and the Coulomb
factor at `η = Z/k` tends to zero at threshold if and only if `a < 2πZ`. -/
theorem exponential_rate_sharp (l : ℕ) {Z : ℝ} (hZ : 0 < Z) (a : ℝ) :
    Tendsto (fun k => Real.exp (a / k) * coulombFactor l (Z / k)) (𝓝[>] 0) (𝓝 0) ↔
      a < 2 * π * Z := by
  constructor
  · intro ht
    by_contra hcon
    have ha : 2 * π * Z ≤ a := not_lt.1 hcon
    have hc : 0 < 4 ^ l * (2 * π) / ((2 * l + 1).factorial : ℝ) ^ 2 := by positivity
    -- choose a small `k` at which the product should lie below a fixed positive constant
    obtain ⟨k, ⟨h1, h2⟩, h3⟩ := (((ht.eventually_lt_const hc).and
      ((tendsto_sommerfeld hZ).eventually_ge_atTop 1)).and eventually_mem_nhdsWithin).exists
    have hk : 0 < k := h3
    have hx : Real.exp (2 * π * (Z / k)) ≤ Real.exp (a / k) := by
      rw [Real.exp_le_exp, ← mul_div_assoc]
      exact div_le_div_of_nonneg_right ha hk.le
    have hη : 0 < Z / k := div_pos hZ hk
    generalize Z / k = η at h1 h2 hx hη
    have hEe : Real.exp (2 * π * η) * Real.exp (-(2 * π * η)) = 1 := by
      rw [← Real.exp_add, add_neg_cancel, Real.exp_zero]
    refine absurd h1 (not_lt_of_ge ?_)
    calc _ ≤ 4 ^ l * (2 * π) / ((2 * l + 1).factorial : ℝ) ^ 2 * η :=
          le_mul_of_one_le_right hc.le h2
      _ = Real.exp (2 * π * η) * (4 ^ l * (2 * π * η) * Real.exp (-(2 * π * η)) /
          ((2 * l + 1).factorial : ℝ) ^ 2) := by
          linear_combination
            (-(4 ^ l * (2 * π) / ((2 * l + 1).factorial : ℝ) ^ 2 * η)) * hEe
      _ ≤ _ := mul_le_mul hx (le_coulombFactor l hη) (by positivity) (Real.exp_pos _).le
  · intro ha
    have t := (tendsto_strong_repulsion l 0 ((div_lt_iff₀ hZ).2 ha)).comp
      (tendsto_sommerfeld hZ)
    refine t.congr fun k => ?_
    show (Z / k) ^ 0 * (Real.exp (a / Z * (Z / k)) * coulombFactor l (Z / k)) = _
    rw [pow_zero, one_mul, div_mul_div_comm, mul_comm Z k, mul_div_mul_right _ _ hZ.ne']

end RepulsiveCoulombThreshold
```

For the forward direction, the proof supposes \(2\pi Z\le a\). Convergence to zero would provide a \(k>0\) with \(Z/k\ge1\) at which the product lies below \(B\), the constant in `hc`. The final `calc` contradicts this through `le_coulombFactor`. The reverse direction is the strong-repulsion limit with \(n=0\) and \(b=a/Z\).

```lean
#print axioms RepulsiveCoulombThreshold.repulsive_threshold_law
#print axioms RepulsiveCoulombThreshold.exponential_rate_sharp
```

```
'RepulsiveCoulombThreshold.repulsive_threshold_law' depends on axioms: [propext, Classical.choice, Quot.sound]
'RepulsiveCoulombThreshold.exponential_rate_sharp' depends on axioms: [propext, Classical.choice, Quot.sound]
```
